# The double-commutator sum rule for finite Hermitian Hamiltonians

Operators are taken here to be complex square matrices of finite size, and states to be complex vectors. Sums over intermediate states are then finite, and no questions of operator domains arise. The price is that the hydrogen atom, with its unbounded operators and continuous spectrum, is not covered.

The Hamiltonian is $H = T + V$, with $T$ in the role of the kinetic energy, $V$ of the potential and $p$ of one Cartesian component of the momentum. The index type `n` labels both the vector components and the eigenstates. The namespace is named after the sum in Bethe's level shift defined below; the Bethe sum rule for momentum transfer in scattering is a different result and is not treated here.

In Lean 4 with Mathlib:

```lean
import Mathlib

open Matrix

namespace BetheSumRule

noncomputable section

variable {n : Type*} [Fintype n] [DecidableEq n]
```

The commutator is $[A,B] = AB - BA$.

```lean
/-- The commutator `[A, B] = A B - B A` of two operators. -/
def comm {n : Type*} [Fintype n] (A B : Matrix n n ℂ) : Matrix n n ℂ := A * B - B * A
```

The matrix element $\langle a, A b\rangle$ is conjugate-linear in $a$; `star` conjugates the components.

```lean
/-- The matrix element `⟨a, A b⟩` of an operator between two states. -/
def amp {n : Type*} [Fintype n] (a : n → ℂ) (A : Matrix n n ℂ) (b : n → ℂ) : ℂ :=
  star a ⬝ᵥ (A *ᵥ b)
```

The eigenstates $u_k$ and real energies $E_k$ satisfy $H u_k = E_k u_k$ and $\langle u_i, u_j\rangle = \delta_{ij}$, with $H$ Hermitian. Only the sum $T + V$ has to be Hermitian, not each part. Degenerate levels are allowed.

```lean
/-- The states `u k` are orthonormal eigenstates of the Hermitian Hamiltonian `H`
with energies `E k`, as many as the dimension of the state space. -/
structure IsEigenbasis (H : Matrix n n ℂ) (u : n → n → ℂ) (E : n → ℝ) : Prop where
  hermitian : H.IsHermitian
  orthonormal : ∀ i j, star (u i) ⬝ᵥ u j = if i = j then 1 else 0
  eigen : ∀ i, H *ᵥ u i = (E i : ℂ) • u i
```

## Bethe's logarithmic sum

Write $p_{km} = \langle u_k, p\,u_m\rangle$. In Bethe's non-relativistic level shift of the state $u_m$, one Cartesian component $p$ of the momentum contributes, up to a constant prefactor,

$$B_m(K) = \sum_k |p_{km}|^2 (E_k - E_m)\ln\frac{K}{|E_k - E_m|}.$$

The full shift adds the contributions of the three components. Here $K$ is the highest photon energy admitted in the non-relativistic treatment, and the formula is meant for $K$ large compared with the energy differences. This expression is taken as a definition, not derived from the coupling to the radiation field. Terms with $E_k = E_m$ contribute zero.

```lean
/-- The contribution of one momentum component `p` to the logarithmic sum in Bethe's level shift of
the state `u m`, with photon energy cutoff `K` and without its constant prefactor. -/
def betheSum (p : Matrix n n ℂ) (u : n → n → ℂ) (E : n → ℝ) (m : n) (K : ℝ) : ℝ :=
  ∑ k, ‖amp (u k) p (u m)‖ ^ 2 * (E k - E m) * Real.log (K / |E k - E m|)
```

## Inserting the eigenstates

Let $U$ be the matrix with columns $u_k$. Orthonormality says $U^\dagger U = 1$; since $U$ is square, $UU^\dagger = 1$ as well. Placing $UU^\dagger$ between two operators gives

$$\langle a, AB\,b\rangle = \sum_k \langle a, A u_k\rangle\langle u_k, B b\rangle.$$

Completeness is thus derived from orthonormality and the number of states. In the code, `h1` and `h2` are the two unitarity relations.

```lean
/-- A complete set of energy eigenstates may be inserted between two operators. -/
theorem completeness {H : Matrix n n ℂ} {u : n → n → ℂ} {E : n → ℝ}
    (h : IsEigenbasis H u E) (A B : Matrix n n ℂ) (a b : n → ℂ) :
    amp a (A * B) b = ∑ k, amp a A (u k) * amp (u k) B b := by
  -- the matrix whose columns are the eigenstates is unitary
  let U : Matrix n n ℂ := Matrix.of fun i k => u k i
  have h1 : Uᴴ * U = 1 := by
    ext i j
    rw [Matrix.one_apply]
    exact h.orthonormal i j
  have h2 : U * Uᴴ = 1 := mul_eq_one_comm.mp h1
  have h3 : U *ᵥ (Uᴴ *ᵥ (B *ᵥ b)) = B *ᵥ b := by
    rw [Matrix.mulVec_mulVec, h2, Matrix.one_mulVec]
  unfold amp
  calc star a ⬝ᵥ ((A * B) *ᵥ b)
      = (star a ᵥ* A ᵥ* U) ⬝ᵥ (Uᴴ *ᵥ (B *ᵥ b)) := by
        rw [← Matrix.dotProduct_mulVec, ← Matrix.dotProduct_mulVec, h3,
          Matrix.mulVec_mulVec]
    _ = ∑ k, (star a ⬝ᵥ (A *ᵥ u k)) * (star (u k) ⬝ᵥ (B *ᵥ b)) := by
        refine Finset.sum_congr rfl fun k _ => ?_
        rw [Matrix.dotProduct_mulVec (star a) A (u k)]
        rfl
```

For Hermitian $p$, moving the operator to the other side of the inner product gives $\langle b, p\,a\rangle = \langle a, p\,b\rangle^*$.

```lean
omit [DecidableEq n] in
/-- Exchanging the two states in a matrix element of a Hermitian operator gives the
complex conjugate. -/
theorem amp_conj {p : Matrix n n ℂ} (hp : p.IsHermitian) (a b : n → ℂ) :
    amp b p a = star (amp a p b) := by
  unfold amp
  rw [Matrix.star_dotProduct b (p *ᵥ a), Matrix.star_mulVec, hp.eq,
    ← Matrix.dotProduct_mulVec]
```

## Commutators as energy differences

Because $H$ is Hermitian and $E_k$ is real, $H$ acts to the left on the bra as $E_k$. Hence

$$\langle u_k, (Hp - pH)u_m\rangle = (E_k - E_m)\,p_{km}.$$

The left action is `hl`; the right action is the eigenvalue equation.

```lean
/-- Between energy eigenstates, the commutator of the Hamiltonian with `p` is the energy
difference times the matrix element of `p`. -/
theorem amp_comm_hamiltonian {H : Matrix n n ℂ} {u : n → n → ℂ} {E : n → ℝ}
    (h : IsEigenbasis H u E) (p : Matrix n n ℂ) (k m : n) :
    amp (u k) (comm H p) (u m) = ((E k : ℂ) - E m) * amp (u k) p (u m) := by
  -- the Hamiltonian acts to the left on the bra
  have hl : star (u k) ᵥ* H = (E k : ℂ) • star (u k) := by
    have h1 := Matrix.star_mulVec H (u k)
    rw [h.hermitian.eq, h.eigen] at h1
    rw [← h1]
    ext i
    simp
  unfold amp comm
  rw [Matrix.sub_mulVec, dotProduct_sub, ← Matrix.mulVec_mulVec (u m) H p,
    ← Matrix.mulVec_mulVec (u m) p H, h.eigen, Matrix.mulVec_smul, dotProduct_smul,
    Matrix.dotProduct_mulVec (star (u k)) H, hl, smul_dotProduct, smul_eq_mul, smul_eq_mul]
  ring
```

The next step needs $[p,T] = 0$. For the matrices of momentum and kinetic energy in a finite basis this is a condition to check: it holds in a basis of plane waves, where both are diagonal, but can fail in other bases. If it holds, then $[H,p] = [T,p] + [V,p] = [V,p]$, so

$$\langle u_k, [V,p]u_m\rangle = (E_k - E_m)\,p_{km}.$$

```lean
/-- If `p` commutes with the kinetic energy `T`, the matrix elements of `[V, p]` between
eigenstates of `T + V` are energy differences times matrix elements of `p`. -/
theorem amp_comm_potential {T V p : Matrix n n ℂ} {u : n → n → ℂ} {E : n → ℝ}
    (h : IsEigenbasis (T + V) u E) (hT : comm p T = 0) (k m : n) :
    amp (u k) (comm V p) (u m) = ((E k : ℂ) - E m) * amp (u k) p (u m) := by
  have hV : comm V p = comm (T + V) p := by
    unfold comm at hT ⊢
    linear_combination (norm := noncomm_ring) hT
  rw [hV, amp_comm_hamiltonian h]
```

## The sum rule

Let $p$ be Hermitian with $[p,T] = 0$, and let $S_m = \sum_k |p_{km}|^2(E_k - E_m)$. Inserting the eigenstates to the right of $p$ gives

$$\langle u_m, p[V,p]u_m\rangle = \sum_k p_{km}^*\,(E_k - E_m)\,p_{km} = S_m.$$

With $p$ on the other side, the energy difference changes sign:

$$\langle u_m, [V,p]p\,u_m\rangle = \sum_k (E_m - E_k)\,p_{km}^*\,p_{km} = -S_m.$$

Subtracting the second line from the first gives $\langle u_m, [p,[V,p]]u_m\rangle = 2S_m$, that is,

$$\sum_k |p_{km}|^2(E_k - E_m) = \tfrac12\langle u_m, [p,[V,p]]u_m\rangle.$$

The theorem states this for every level $m$, as an equality of complex numbers whose left side is a real sum; the expectation value is therefore real. The two insertions are `h1` and `h2`, and the last line averages them.

```lean
/-- Double-commutator sum rule, for Hermitian `p` commuting with `T`: between eigenstates of `T +
V`, the energy-weighted sum of the squared matrix elements of `p` from the level `m` is half the
expectation value of `[p, [V, p]]` in that level. -/
theorem double_commutator_sum_rule {T V p : Matrix n n ℂ} {u : n → n → ℂ} {E : n → ℝ}
    (h : IsEigenbasis (T + V) u E) (hp : p.IsHermitian) (hT : comm p T = 0) (m : n) :
    ((∑ k, ‖amp (u k) p (u m)‖ ^ 2 * (E k - E m) : ℝ) : ℂ)
      = 1 / 2 * amp (u m) (comm p (comm V p)) (u m) := by
  have hn : ∀ z : ℂ, (‖z‖ : ℂ) ^ 2 = star z * z := fun z => (Complex.conj_mul' z).symm
  -- the commutator on the right of `p`
  have h1 : ((∑ k, ‖amp (u k) p (u m)‖ ^ 2 * (E k - E m) : ℝ) : ℂ)
      = amp (u m) (p * comm V p) (u m) := by
    rw [completeness h]
    push_cast
    refine Finset.sum_congr rfl fun k _ => ?_
    rw [amp_comm_potential h hT, amp_conj hp (u k) (u m), hn]
    ring
  -- the commutator on the left of `p`, with the opposite sign
  have h2 : ((∑ k, ‖amp (u k) p (u m)‖ ^ 2 * (E k - E m) : ℝ) : ℂ)
      = -amp (u m) (comm V p * p) (u m) := by
    rw [completeness h, ← Finset.sum_neg_distrib]
    push_cast
    refine Finset.sum_congr rfl fun k _ => ?_
    rw [amp_comm_potential h hT, amp_conj hp (u k) (u m), hn]
    ring
  have h3 : amp (u m) (comm p (comm V p)) (u m)
      = amp (u m) (p * comm V p) (u m) - amp (u m) (comm V p * p) (u m) := by
    rw [comm, amp, Matrix.sub_mulVec, dotProduct_sub]
    rfl
  rw [h3]
  linear_combination (1 / 2 : ℂ) * h1 + (1 / 2 : ℂ) * h2
```

If $u_m$ has the lowest energy, every term of $S_m$ is non-negative, and so is the expectation value. The code states this for its real part.

```lean
/-- If `p` is Hermitian and commutes with `T`, then in a level of lowest energy of `T + V` the
expectation value of `[p, [V, p]]` has non-negative real part. -/
theorem double_commutator_nonneg {T V p : Matrix n n ℂ} {u : n → n → ℂ} {E : n → ℝ}
    (h : IsEigenbasis (T + V) u E) (hp : p.IsHermitian) (hT : comm p T = 0) (m : n)
    (hm : ∀ k, E m ≤ E k) : 0 ≤ (amp (u m) (comm p (comm V p)) (u m)).re := by
  have hs : 0 ≤ ∑ k, ‖amp (u k) p (u m)‖ ^ 2 * (E k - E m) :=
    Finset.sum_nonneg fun k _ => mul_nonneg (sq_nonneg _) (sub_nonneg.mpr (hm k))
  have h2 : amp (u m) (comm p (comm V p)) (u m)
      = ((2 * ∑ k, ‖amp (u k) p (u m)‖ ^ 2 * (E k - E m) : ℝ) : ℂ) := by
    rw [Complex.ofReal_mul, double_commutator_sum_rule h hp hT m]
    push_cast
    ring
  rw [h2, Complex.ofReal_re]
  linarith
```

## Dependence on the photon cutoff

For positive $K$ and $K'$, each term with $E_k \ne E_m$ changes by its weight times $\ln(K'/K)$, since $\ln|E_k - E_m|$ cancels. Terms with $E_k = E_m$ have zero weight. If $p$ is Hermitian and $[p,T] = 0$, the sum rule then gives

$$B_m(K') - B_m(K) = \ln\frac{K'}{K}\cdot\tfrac12\langle u_m, [p,[V,p]]u_m\rangle.$$

Within this finite-matrix model, the cutoff dependence of Bethe's sum is thus fixed by an expectation value in the state $u_m$ alone, with no intermediate states to compute.

```lean
/-- If `p` is Hermitian and commutes with `T`, changing the positive photon cutoff from `K` to `K'`
changes the sum `betheSum` for eigenstates of `T + V` by `ln (K' / K)` times half the expectation
value of `[p, [V, p]]`. -/
theorem betheSum_cutoff {T V p : Matrix n n ℂ} {u : n → n → ℂ} {E : n → ℝ}
    (h : IsEigenbasis (T + V) u E) (hp : p.IsHermitian) (hT : comm p T = 0) (m : n)
    {K K' : ℝ} (hK : 0 < K) (hK' : 0 < K') :
    ((betheSum p u E m K' - betheSum p u E m K : ℝ) : ℂ)
      = (Real.log (K' / K) : ℂ) * (1 / 2 * amp (u m) (comm p (comm V p)) (u m)) := by
  have hs : betheSum p u E m K' - betheSum p u E m K
      = Real.log (K' / K) * ∑ k, ‖amp (u k) p (u m)‖ ^ 2 * (E k - E m) := by
    unfold betheSum
    rw [← Finset.sum_sub_distrib, Finset.mul_sum]
    refine Finset.sum_congr rfl fun k _ => ?_
    -- degenerate levels carry no weight
    by_cases hd : E k - E m = 0
    · simp [hd]
    · have ha : |E k - E m| ≠ 0 := abs_ne_zero.mpr hd
      rw [Real.log_div hK'.ne' ha, Real.log_div hK.ne' ha, Real.log_div hK'.ne' hK.ne']
      ring
  rw [hs, Complex.ofReal_mul, double_commutator_sum_rule h hp hT m]
```

## A two-level example

Take $T = p = \sigma_x$ and $V = \sigma_z - \sigma_x$, where $\sigma_x$ and $\sigma_z$ are Pauli matrices. Then $H = \sigma_z$, with energies $1$ and $-1$, and $[p,[V,p]] = -4\sigma_z$. Its expectation value in the lower level is $4$. By hand, the only contributing transition gives $S_m = 1^2\cdot(1-(-1)) = 2$, half of that value. The example tests the algebra only: $T = p$ is chosen so that $[p,T] = 0$ holds, and is not a kinetic energy proportional to $p^2$. The code checks the hypotheses and the value $4$.

```lean
/-- A two-level system with `T = p` the exchange matrix and energies `1` and `-1` meets the
hypotheses of the sum rule, and `[p, [V, p]]` has expectation value `4` in the lower level. -/
theorem double_commutator_sum_rule_witness :
    IsEigenbasis (!![0, 1; 1, 0] + !![1, -1; -1, -1] : Matrix (Fin 2) (Fin 2) ℂ)
        ![![1, 0], ![0, 1]] ![1, -1] ∧
      (!![0, 1; 1, 0] : Matrix (Fin 2) (Fin 2) ℂ).IsHermitian ∧
      comm (!![0, 1; 1, 0] : Matrix (Fin 2) (Fin 2) ℂ) !![0, 1; 1, 0] = 0 ∧
      amp ![0, 1] (comm !![0, 1; 1, 0] (comm !![1, -1; -1, -1] !![0, 1; 1, 0])) ![0, 1]
        = 4 := by
  refine ⟨⟨?_, ?_, ?_⟩, ?_, ?_, ?_⟩
  · ext i j
    fin_cases i <;> fin_cases j <;> simp
  · intro i j
    fin_cases i <;> fin_cases j <;> simp [dotProduct, Fin.sum_univ_succ]
  · intro i
    ext j
    fin_cases i <;> fin_cases j <;> simp [Matrix.mulVec, dotProduct, Fin.sum_univ_succ]
  · ext i j
    fin_cases i <;> fin_cases j <;> simp
  · exact sub_self _
  · norm_num [amp, comm, Matrix.mulVec, dotProduct, Matrix.mul_apply, Fin.sum_univ_succ]

end

end BetheSumRule
```

```lean
#print axioms BetheSumRule.double_commutator_sum_rule
#print axioms BetheSumRule.double_commutator_nonneg
#print axioms BetheSumRule.betheSum_cutoff
```

```
'BetheSumRule.double_commutator_sum_rule' depends on axioms: [propext, Classical.choice, Quot.sound]
'BetheSumRule.double_commutator_nonneg' depends on axioms: [propext, Classical.choice, Quot.sound]
'BetheSumRule.betheSum_cutoff' depends on axioms: [propext, Classical.choice, Quot.sound]
```
